# Uniform open chains of positive even length, with nearest-neighbour hopping and zero on-site energy, have an invertible Hamiltonian but no LU factorisation without row exchanges

## A chain at the centre of its band

Take a row of identical atoms with one orbital each, and let an electron hop only between nearest neighbours. The Hückel model of a linear polyene has this form, as does the simplest tight-binding wire. Measure energies from the common on-site energy and in units of the hopping. The Hamiltonian of an open chain of $n$ sites is then the matrix $A_n$ with zeros on the diagonal, ones on the two adjacent diagonals, and zeros elsewhere.

The response of the chain at energy $E$ comes from linear systems with the matrix $E\,\mathbb 1 - A_n$. At $E=0$, the centre of the band, this is $-A_n$. If $n$ is even, the chain has no state at zero energy and the system has a unique solution. Gaussian elimination in the natural site order nevertheless begins by dividing by the corner entry, which is zero.

For this non-interacting, nearest-neighbour chain, the absence of a zero-energy state therefore does not make Gaussian elimination without row exchanges safe.

## What is claimed, and in which terms

Sites are numbered from $0$. In Lean, `chain n` is the real matrix $A_n$: its entry $(i,j)$ is $1$ if $i+1=j$ or $j+1=i$, and $0$ otherwise. The index type `Fin n` holds the numbers $0,\dots,n-1$, so the ends are open and there is no periodic bond.

The property `HasLU A` says that $A=LU$ for some real square matrices with $L_{ij}=0$ when $i<j$ and $U_{ij}=0$ when $j<i$. Neither diagonal is normalised, and either factor may be singular. Denying `HasLU` thus excludes more than the usual factorisation with ones on the diagonal of $L$.

The theorems state the following.

- $\det A_{2k}=(-1)^k$ and $\det A_{2k+1}=0$ for every $k\ge 0$.
- $A_n$ has no triangular factorisation for any $n\ge 2$, even or odd.
- For $k\ge 1$, $A_{2k}$ is invertible (`IsUnit`), its entry $(0,0)$ is zero, and it has no triangular factorisation. This is `breakdown_despite_invertibility`.
- Exchanging the two rows within each pair $(0,1),(2,3),\dots$ turns $A_{2k}$ into a product of triangular matrices with unit diagonals.

Elimination enters through its outcome, the factorisation, and through its first pivot, which is the corner entry. The algorithm itself is not modelled, nor is rounding. The chain is uniform and finite, with exactly zero on-site energy; disorder, longer-range hopping and overlap between orbitals are absent.

## Two sites fewer, one sign more

Expand $\det A_{n+2}$ along row $0$. Its only nonzero entry is the $1$ in column $1$, with cofactor sign $(-1)^{0+1}=-1$. Delete row $0$ and column $1$. In the minor that remains, the column belonging to site $0$ has a single nonzero entry, the $1$ in the row of site $1$. It stands in the upper left corner, so its sign is $+1$. Deleting that row and column leaves sites $2,\dots,n+1$, which form a chain of length $n$. Hence

$$\det A_{n+2}=-\det A_n .$$

The empty determinant is $\det A_0=1$, and $\det A_1=0$. Repeating the step $k$ times gives $\det A_{2k}=(-1)^k$ and $\det A_{2k+1}=0$. Ethylene ($n=2$) has determinant $-1$ and butadiene ($n=4$) has $+1$.

The odd case has a direct physical reading. The amplitudes $1,0,-1,0,1,\dots$ on successive sites form a zero-energy state, because the contributions from neighbouring sites cancel at the odd-numbered sites and are zero or absent at the even-numbered ones.

## Why the corner forbids a factorisation

Let $n\ge2$ and suppose $A_n=LU$. Row $0$ of $L$ has only its first entry, so for every column $x$

$$(A_n)_{0x}=\sum_l L_{0l}U_{lx}=L_{00}U_{0x}.$$

Column $0$ of $U$ likewise has only its first entry, so $(A_n)_{10}=L_{10}U_{00}$. Three entries of the chain now give

$$L_{00}U_{00}=0,\qquad L_{00}U_{01}=1,\qquad L_{10}U_{00}=1 .$$

By the first equation $L_{00}=0$ or $U_{00}=0$. The former contradicts the second equation and the latter contradicts the third. Only the corner and the first bond matter, so the length of the chain plays no further part.

## Exchanging rows within each pair

Let $P$ exchange rows $0$ and $1$, rows $2$ and $3$, and so on. For an even index $i$, row $i$ of $PA_{2k}$ is the old row $i+1$, with ones in columns $i$ and $i+2$. For odd $i$ it is the old row $i-1$, with ones in columns $i-2$ and $i$. Columns that fall off the chain are omitted. For four sites,

$$PA_4=\begin{pmatrix}1&0&1&0\\0&1&0&0\\0&0&1&0\\0&1&0&1\end{pmatrix}.$$

In general $PA_{2k}=\mathbb 1+X+Y$. Here $X_{i,i-2}=1$ for odd $i\ge3$, $Y_{i,i+2}=1$ for even $i\le 2k-4$, and all other entries are zero. A term $X_{il}Y_{lj}$ of the product $XY$ would need $l$ to be both odd and even, so $XY=0$ and

$$PA_{2k}=\mathbb 1+X+Y=(\mathbb 1+X)(\mathbb 1+Y).$$

The first factor is lower triangular, the second upper triangular, and both have unit diagonal. All pivots are therefore $1$. For $k=1$ both $X$ and $Y$ vanish, and $PA_2$ is the identity.

## The same step in a tridiagonal solver

A tridiagonal solver without pivoting applied to $E\,\mathbb 1-A_n$ computes the pivots

$$u_0=E,\qquad u_{i}=E-\frac{1}{u_{i-1}} .$$

At $E=0$ the second pivot already requires a division by zero. Close to $E=0$ the recursion runs, but the solution can be badly wrong. Take two sites, the right-hand side $(1,1)$ and $E=10^{-20}$. Elimination replaces the second component by $1+1/E$, which in double precision rounds to $1/E$, so the original component is lost. The computed amplitude on site $0$ is then $0$, while the exact one is $1/(E-1)\approx-1$.

For even $n$, partial pivoting avoids this. At $E=0$ it finds a zero in the corner and a unit entry below it, and exchanges the rows. If $n\ge4$, the next column offers two candidates of equal size, and the usual rule leaves the row in place. After the subtraction the third column again has a zero pivot above a unit entry. The exchanges that result are those of $P$. The LAPACK routine `dgtsv`, for general tridiagonal systems, uses partial pivoting; `dptsv` does not, but it requires a positive definite matrix, and $A_n$ with $n\ge2$ is indefinite.

## Small cases where the conclusion fails

**One site.** The condition $n\ge2$ supplies the first bond. Without it, $A_1=(0)$ is the product $(0)(0)$ and does have a triangular factorisation.

**Nonzero on-site energy.** This rescues the dimer, but not every longer chain: with three sites of on-site energy $1$ the matrix has determinant $-1$, yet its second pivot is $1-1=0$. If both sites of a dimer have energy $\varepsilon\neq0$, the factorisation exists, even at $\varepsilon=\pm1$, where the matrix is singular:

$$\begin{pmatrix}\varepsilon&1\\1&\varepsilon\end{pmatrix}=\begin{pmatrix}1&0\\1/\varepsilon&1\end{pmatrix}\begin{pmatrix}\varepsilon&1\\0&\varepsilon-1/\varepsilon\end{pmatrix}.$$

**A bond in one direction only.** A zero corner alone does not exclude a factorisation. The matrix $\begin{pmatrix}0&1\\0&0\end{pmatrix}$ is already upper triangular, so $L=\mathbb 1$ will do. It is not symmetric, so it is a purely algebraic example and not the Hamiltonian of an isolated dimer. The argument needs a nonzero entry both beside the corner and below it.

## The Lean file

```lean
import Mathlib

open Matrix

namespace ChainEliminationBreakdown

noncomputable section

/-- The open chain of `n` sites with zero on-site energy and unit hopping between neighbours. -/
def chain (n : ℕ) : Matrix (Fin n) (Fin n) ℝ :=
  Matrix.of fun i j => if i.val + 1 = j.val ∨ j.val + 1 = i.val then 1 else 0

/-- A matrix has a triangular factorisation if it is a lower triangular matrix times an
upper triangular one, with rows and columns kept in their given order. -/
def HasLU {n : ℕ} (A : Matrix (Fin n) (Fin n) ℝ) : Prop :=
  ∃ L U : Matrix (Fin n) (Fin n) ℝ,
    (∀ i j, i < j → L i j = 0) ∧ (∀ i j, j < i → U i j = 0) ∧ A = L * U

theorem chain_apply {n : ℕ} (i j : Fin n) :
    chain n i j = if i.val + 1 = j.val ∨ j.val + 1 = i.val then 1 else 0 := rfl

/-- Adding two sites to the chain reverses the sign of its determinant. -/
theorem det_chain_add_two (n : ℕ) : (chain (n + 2)).det = -(chain n).det := by
  -- the first row has a single entry, in the second column
  rw [Matrix.det_succ_row_zero, Finset.sum_eq_single (Fin.succ (0 : Fin (n + 1)))]
  · have h01 : chain (n + 2) 0 (Fin.succ 0) = 1 := by
      rw [chain_apply, if_pos]
      left
      simp only [Fin.val_zero, Fin.val_succ]
    -- the first column of the remaining minor again has a single entry
    rw [h01, Matrix.det_succ_column_zero, Finset.sum_eq_single (0 : Fin (n + 1))]
    · have h10 : (chain (n + 2)).submatrix Fin.succ (Fin.succ (0 : Fin (n + 1))).succAbove
          0 0 = 1 := by
        rw [Matrix.submatrix_apply, Fin.succ_succAbove_zero, chain_apply, if_pos]
        right
        simp only [Fin.val_zero, Fin.val_succ]
      have hsub : ((chain (n + 2)).submatrix Fin.succ
          (Fin.succ (0 : Fin (n + 1))).succAbove).submatrix
          (0 : Fin (n + 1)).succAbove Fin.succ = chain n := by
        ext i j
        simp only [Matrix.submatrix_apply, Fin.succ_succAbove_succ, Fin.zero_succAbove,
          chain_apply, Fin.val_succ, Nat.add_right_cancel_iff]
      rw [h10, hsub]
      simp
    · intro i _ hi
      have h0 : (chain (n + 2)).submatrix Fin.succ (Fin.succ (0 : Fin (n + 1))).succAbove
          i 0 = 0 := by
        rw [Matrix.submatrix_apply, Fin.succ_succAbove_zero, chain_apply, if_neg]
        intro h
        apply hi
        apply Fin.ext
        simp only [Fin.val_zero, Fin.val_succ] at h ⊢
        omega
      rw [h0]
      ring
    · intro h
      exact absurd (Finset.mem_univ _) h
  · intro j _ hj
    have h0 : chain (n + 2) 0 j = 0 := by
      rw [chain_apply, if_neg]
      intro h
      apply hj
      apply Fin.ext
      simp only [Fin.val_zero, Fin.val_succ] at h ⊢
      omega
    rw [h0]
    ring
  · intro h
    exact absurd (Finset.mem_univ _) h

/-- The chain of `2k` sites has determinant `(-1)^k`. -/
theorem det_chain_even (k : ℕ) : (chain (2 * k)).det = (-1) ^ k := by
  induction k with
  | zero => simp
  | succ k ih =>
    rw [show 2 * (k + 1) = 2 * k + 2 by ring, det_chain_add_two, ih]
    ring

/-- The chain of `2k + 1` sites has determinant zero. -/
theorem det_chain_odd (k : ℕ) : (chain (2 * k + 1)).det = 0 := by
  induction k with
  | zero => simp [chain]
  | succ k ih =>
    rw [show 2 * (k + 1) + 1 = (2 * k + 1) + 2 by ring, det_chain_add_two, ih, neg_zero]

/-- No chain of two or more sites has a triangular factorisation in its natural site order. -/
theorem chain_not_hasLU {n : ℕ} (hn : 2 ≤ n) : ¬ HasLU (chain n) := by
  rintro ⟨L, U, hL, hU, h⟩
  let a : Fin n := ⟨0, by omega⟩
  let b : Fin n := ⟨1, by omega⟩
  have pos : ∀ l : Fin n, l ≠ a → a < l := by
    intro l hl
    have h1 : l.val ≠ 0 := fun h0 => hl (Fin.ext h0)
    exact Fin.lt_def.mpr (Nat.pos_of_ne_zero h1)
  -- the first row and the first column of `L * U` consist of single products
  have row : ∀ x, chain n a x = L a a * U a x := by
    intro x
    rw [h, Matrix.mul_apply]
    apply Finset.sum_eq_single a
    · intro l _ hl
      rw [hL a l (pos l hl), zero_mul]
    · intro h'
      exact absurd (Finset.mem_univ _) h'
  have col : chain n b a = L b a * U a a := by
    rw [h, Matrix.mul_apply]
    apply Finset.sum_eq_single a
    · intro l _ hl
      rw [hU l a (pos l hl), mul_zero]
    · intro h'
      exact absurd (Finset.mem_univ _) h'
  have haa : L a a * U a a = 0 := by
    rw [← row a]
    simp [chain_apply]
  have hab : L a a * U a b = 1 := by
    rw [← row b]
    simp [chain_apply, a, b]
  have hba : L b a * U a a = 1 := by
    rw [← col]
    simp [chain_apply, a, b]
  rcases mul_eq_zero.mp haa with h0 | h0
  · rw [h0, zero_mul] at hab
    exact zero_ne_one hab
  · rw [h0, mul_zero] at hba
    exact zero_ne_one hba

/-- Breakdown despite invertibility: every chain of positive even length is invertible, yet its
first elimination pivot is zero and it has no triangular factorisation. -/
theorem breakdown_despite_invertibility (k : ℕ) (hk : 0 < k) :
    IsUnit (chain (2 * k)) ∧
      chain (2 * k) ⟨0, by omega⟩ ⟨0, by omega⟩ = 0 ∧ ¬ HasLU (chain (2 * k)) := by
  refine ⟨?_, ?_, chain_not_hasLU (by omega)⟩
  · rw [Matrix.isUnit_iff_isUnit_det, det_chain_even, isUnit_iff_ne_zero]
    exact pow_ne_zero _ (by norm_num)
  · simp [chain_apply]

/-- The interchange of the two sites within each of the pairs (0,1), (2,3), and so on. -/
def pairSwap (k : ℕ) : Equiv.Perm (Fin (2 * k)) :=
  Function.Involutive.toPerm
    (fun i => ⟨if i.val % 2 = 0 then i.val + 1 else i.val - 1, by
      have := i.isLt
      split_ifs <;> omega⟩)
    (by
      intro i
      apply Fin.ext
      dsimp only
      split_ifs <;> omega)

/-- Unit entries from each odd site to the previous odd site. -/
def lowerPart (k : ℕ) : Matrix (Fin (2 * k)) (Fin (2 * k)) ℝ :=
  Matrix.of fun i j => if i.val % 2 = 1 ∧ j.val + 2 = i.val then 1 else 0

/-- Unit entries from each even site to the next even site. -/
def upperPart (k : ℕ) : Matrix (Fin (2 * k)) (Fin (2 * k)) ℝ :=
  Matrix.of fun i j => if i.val % 2 = 0 ∧ i.val + 2 = j.val then 1 else 0

/-- After the rows are interchanged within each pair of sites, the even chain factorises into
a lower and an upper triangular matrix, both with unit diagonal. -/
theorem pairSwap_chain_eq_LU (k : ℕ) :
    (∀ i j, i ≤ j → lowerPart k i j = 0) ∧ (∀ i j, j ≤ i → upperPart k i j = 0) ∧
      (chain (2 * k)).submatrix (pairSwap k) id = (1 + lowerPart k) * (1 + upperPart k) := by
  refine ⟨?_, ?_, ?_⟩
  · intro i j hij
    have h' : i.val ≤ j.val := hij
    simp only [lowerPart, Matrix.of_apply]
    exact if_neg (by omega)
  · intro i j hij
    have h' : j.val ≤ i.val := hij
    simp only [upperPart, Matrix.of_apply]
    exact if_neg (by omega)
  · -- one factor ends on odd sites, the other starts on even sites
    have hXY : lowerPart k * upperPart k = 0 := by
      ext i j
      rw [Matrix.mul_apply]
      change _ = (0 : ℝ)
      apply Finset.sum_eq_zero
      intro l _
      simp only [lowerPart, upperPart, Matrix.of_apply]
      split_ifs <;> first | omega | simp
    have hprod : (1 + lowerPart k) * (1 + upperPart k) = 1 + lowerPart k + upperPart k := by
      calc (1 + lowerPart k) * (1 + upperPart k)
          = 1 + lowerPart k + upperPart k + lowerPart k * upperPart k := by noncomm_ring
        _ = 1 + lowerPart k + upperPart k := by rw [hXY, add_zero]
    rw [hprod]
    ext i j
    have hp : (pairSwap k i).val = if i.val % 2 = 0 then i.val + 1 else i.val - 1 := rfl
    simp only [Matrix.submatrix_apply, id_eq, Matrix.add_apply, Matrix.one_apply,
      chain_apply, lowerPart, upperPart, Matrix.of_apply, Fin.ext_iff]
    rcases Nat.mod_two_eq_zero_or_one i.val with h | h
    · rw [if_pos h] at hp
      rw [hp]
      split_ifs <;> first | omega | norm_num
    · rw [if_neg (by omega)] at hp
      rw [hp]
      split_ifs <;> first | omega | norm_num

end

end ChainEliminationBreakdown
```

```lean
#print axioms ChainEliminationBreakdown.det_chain_odd
#print axioms ChainEliminationBreakdown.breakdown_despite_invertibility
#print axioms ChainEliminationBreakdown.pairSwap_chain_eq_LU
```

```
'ChainEliminationBreakdown.det_chain_odd' depends on axioms: [propext, Classical.choice, Quot.sound]
'ChainEliminationBreakdown.breakdown_despite_invertibility' depends on axioms: [propext, Classical.choice, Quot.sound]
'ChainEliminationBreakdown.pairSwap_chain_eq_LU' depends on axioms: [propext, Classical.choice, Quot.sound]
```

## How the Lean proof follows the derivation

**The determinant.** `det_chain_add_two` performs the two expansions with `Matrix.det_succ_row_zero` and `Matrix.det_succ_column_zero`. Each produces a sum over a whole row or column, and `Finset.sum_eq_single` reduces it to the one surviving term. The facts `h01` and `h10` say that the two surviving entries are $1$. The map `succAbove` lists the indices that remain when one is deleted, and `hsub` uses it to identify the final minor with `chain n`. The remaining branches show that the other entries vanish, with `omega` settling the arithmetic of the site numbers.

`det_chain_even` and `det_chain_odd` are inductions on $k$. They start from the empty chain and the single site, and each induction step is one use of the two-site recursion.

**The missing factorisation.** `chain_not_hasLU` assumes factors `L` and `U` and names sites $0$ and $1$ as `a` and `b`. The statements `row` and `col` are the single-product formulas for row $0$ and for the entry $(1,0)$. They follow because every other index `l` is larger than `a`, which makes the corresponding entry of `L` or `U` zero. The three equations of the derivation are `haa`, `hab` and `hba`. The call to `mul_eq_zero` splits the first into its two cases, and each ends in $0=1$.

**The combined statement.** `breakdown_despite_invertibility` obtains invertibility from the determinant, since $(-1)^k\neq0$. It reads the zero pivot off the definition and takes the third part from `chain_not_hasLU`. The hypothesis `0 < k` ensures that site $0$ exists and that the chain has at least two sites.

**The repair.** `pairSwap` is built as a map that is its own inverse. Its definition includes a proof that the partner of each site lies within the chain, and this is where the even length enters. The expression `(chain (2 * k)).submatrix (pairSwap k) id` is $PA_{2k}$: rows are permuted and columns stay in place. The matrices `lowerPart k` and `upperPart k` are $X$ and $Y$.

The first two parts of `pairSwap_chain_eq_LU` say that $X$ and $Y$ are strictly triangular. In the third, `hXY` proves $XY=0$ by the parity argument, and `hprod` expands the product to $\mathbb 1+X+Y$. The equality with the permuted chain is then checked entry by entry. The proof separates even from odd rows, as in the derivation; `split_ifs` runs through the possible positions of the column, `omega` removes the impossible combinations, and `norm_num` evaluates the rest.
